# For M identical, non-interacting electron pairs with one double excitation each, the correlation energy per pair from configuration interaction with doubles tends to zero as M grows, while the second-order value stays fixed

Take $M$ identical electron pairs, so far apart that they do not interact. The exact energy is $M$ times that of one pair. In the model used here each pair has just one double excitation, and all energies are measured from that of the reference determinant, so that they are correlation energies. Suppose the wavefunction is restricted to the reference and the determinants in which a single pair is doubly excited. Simultaneous excitations of two pairs are then missing, and one can ask what happens to the energy per pair as $M$ grows, and whether second-order perturbation theory shares the fault.

In Lean 4 with Mathlib:

```lean
import Mathlib

open Matrix Filter Topology

namespace DoublesSizeExtensivity

noncomputable section

variable {ι : Type*} [Fintype ι] [DecidableEq ι]
```

## A reference and its double excitations

Let the finite set `ι` label the double excitations. The reference has energy 0, each double has energy $D$, the real number $w_i$ couples double $i$ to the reference, and doubles do not couple to each other:

$$H_{00}=0,\qquad H_{0i}=H_{i0}=w_i,\qquad H_{ij}=D\,\delta_{ij}.$$

In the code, `none` is the index 0 and `some i` is double $i$.

```lean
/-- The Hamiltonian of a reference state `none` of energy 0 coupled by `w i` to double
excitations `some i`, which all have energy `D` and do not couple to each other. -/
def doublesH (D : ℝ) (w : ι → ℝ) : Matrix (Option ι) (Option ι) ℝ :=
  Matrix.of fun
    | none, none => 0
    | none, some i => w i
    | some i, none => w i
    | some i, some j => if i = j then D else 0
```

An energy is a number $E$ with $Hv=Ev$ for some real $v\neq0$. Since $H$ is real and symmetric, this gives the whole spectrum.

```lean
/-- The energies of a real Hamiltonian matrix: the numbers that have a nonzero eigenvector. -/
def energies (H : Matrix (Option ι) (Option ι) ℝ) : Set ℝ :=
  {E | ∃ v : Option ι → ℝ, v ≠ 0 ∧ H *ᵥ v = E • v}
```

The second-order Rayleigh–Schrödinger energy, with the diagonal of $H$ as the unperturbed problem, is

$$E^{(2)}=\sum_i \frac{H_{0i}^2}{H_{00}-H_{ii}}.$$

```lean
/-- The second-order energy of the reference state: squared couplings over energy differences.
Its domain is the matrices in which no excited diagonal energy equals that of the reference. -/
def secondOrderEnergy (H : Matrix (Option ι) (Option ι) ℝ) : ℝ :=
  ∑ i, H none (some i) ^ 2 / (H none none - H (some i) (some i))
```

With $S=\sum_i w_i^2$, the candidate for the lowest energy is $E_-=\tfrac12\left(D-\sqrt{D^2+4S}\right)$.

```lean
/-- The closed form `(D - √(D² + 4S))/2`, for gap `D` and summed squared coupling `S ≥ 0`. -/
def cidEnergy (D S : ℝ) : ℝ := (D - √(D ^ 2 + 4 * S)) / 2
```

## Eliminating the doubles

In components, $Hv=Ev$ reads

$$\sum_i w_i v_i=E v_0,\qquad w_i v_0+D v_i=E v_i .$$

```lean
/-- The eigenvalue equation in components: one equation for the reference and one for each
double excitation. -/
theorem eigen_iff (D : ℝ) (w : ι → ℝ) (E : ℝ) (v : Option ι → ℝ) :
    doublesH D w *ᵥ v = E • v ↔
      (∑ i, w i * v (some i) = E * v none) ∧
        ∀ i, w i * v none + D * v (some i) = E * v (some i) := by
  have h0 : (doublesH D w *ᵥ v) none = ∑ i, w i * v (some i) := by
    simp [doublesH, Matrix.mulVec, dotProduct, Fintype.sum_option]
  have h1 : ∀ i, (doublesH D w *ᵥ v) (some i) = w i * v none + D * v (some i) := by
    intro i
    simp [doublesH, Matrix.mulVec, dotProduct, Fintype.sum_option]
  rw [funext_iff, Option.forall]
  simp only [h0, h1, Pi.smul_apply, smul_eq_mul]
```

Let $D>0$. Squaring the root gives $E_-(E_--D)=S$, and $\sqrt{D^2+4S}\ge D$ gives $E_-\le0$. The proof uses only these two facts about $E_-$.

The vector $v_0=D-E_-$, $v_i=-w_i$ is nonzero because $v_0>0$. It solves both equations: the first becomes $-S=E_-(D-E_-)$, the second an identity.

No energy $F$ lies lower. If $v_0=0$, some $v_i\ne0$, and the second equation gives $F=D>E_-$. If $v_0\neq0$, multiply the first equation by $F-D$ and insert $(F-D)v_i=w_iv_0$, which gives $F(F-D)=S$. If $F<E_-$, then

$$0=F(F-D)-E_-(E_--D)=(E_--F)(D-E_--F)>0,$$

a contradiction. The final `nlinarith` receives this product.

```lean
/-- For a positive gap `D` and any real couplings, the lowest energy of the reference coupled to
its double excitations is `(D - √(D² + 4 ∑ wᵢ²))/2`. -/
theorem isLeast_cidEnergy {D : ℝ} (hD : 0 < D) (w : ι → ℝ) :
    IsLeast (energies (doublesH D w)) (cidEnergy D (∑ i, w i ^ 2)) := by
  have hS : 0 ≤ ∑ i, w i ^ 2 := Finset.sum_nonneg fun i _ => sq_nonneg _
  -- the closed form is the nonpositive root of E (E - D) = S
  have hq : cidEnergy D (∑ i, w i ^ 2) * (cidEnergy D (∑ i, w i ^ 2) - D)
      = ∑ i, w i ^ 2 := by
    have hsq := Real.mul_self_sqrt (show 0 ≤ D ^ 2 + 4 * ∑ i, w i ^ 2 by positivity)
    unfold cidEnergy
    linear_combination (1 / 4) * hsq
  have hE : cidEnergy D (∑ i, w i ^ 2) ≤ 0 := by
    have h := (le_abs_self D).trans
      (Real.abs_le_sqrt (show D ^ 2 ≤ D ^ 2 + 4 * ∑ i, w i ^ 2 by linarith))
    unfold cidEnergy
    linarith
  generalize cidEnergy D (∑ i, w i ^ 2) = E at hq hE ⊢
  constructor
  · -- an explicit eigenvector
    refine ⟨fun o => o.elim (D - E) (fun i => -w i), ?_, ?_⟩
    · intro h
      have h0 : D - E = 0 := congrFun h none
      linarith
    · rw [eigen_iff]
      refine ⟨?_, fun i => ?_⟩
      · change ∑ i, w i * (-w i) = E * (D - E)
        have h : ∑ i, w i * (-w i) = -∑ i, w i ^ 2 := by
          rw [← Finset.sum_neg_distrib]
          exact Finset.sum_congr rfl fun i _ => by ring
        rw [h]
        linear_combination hq
      · change w i * (D - E) + D * (-w i) = E * (-w i)
        ring
  · rintro F ⟨v, hv, h⟩
    obtain ⟨h0, h1⟩ := (eigen_iff D w F v).1 h
    by_cases hv0 : v none = 0
    · -- without reference component the energy is D
      have hex : ∃ i, v (some i) ≠ 0 := by
        by_contra hc
        refine hv (funext fun o => ?_)
        cases o with
        | none => exact hv0
        | some i => exact not_not.1 fun hi => hc ⟨i, hi⟩
      obtain ⟨i, hi⟩ := hex
      have hi1 := h1 i
      rw [hv0] at hi1
      have hDF : D = F := mul_right_cancel₀ hi (by linarith)
      linarith
    · -- otherwise the doubles can be eliminated
      have hF : F * (F - D) = ∑ i, w i ^ 2 := by
        apply mul_right_cancel₀ hv0
        calc F * (F - D) * v none = (F - D) * ∑ i, w i * v (some i) := by rw [h0]; ring
          _ = ∑ i, w i * ((F - D) * v (some i)) := by
            rw [Finset.mul_sum]
            exact Finset.sum_congr rfl fun i _ => by ring
          _ = ∑ i, w i ^ 2 * v none :=
            Finset.sum_congr rfl fun i _ => by linear_combination (-(w i)) * h1 i
          _ = (∑ i, w i ^ 2) * v none := by rw [Finset.sum_mul]
      by_contra hc
      have hlt : F < E := lt_of_not_ge hc
      nlinarith [mul_pos (sub_pos.2 hlt) (show 0 < D - E - F by linarith)]
```

## The second-order energy as a weak-coupling limit

Every denominator in $E^{(2)}$ is $-D$, so $D\,E^{(2)}=-S$.

```lean
/-- For a nonzero gap `D`, the second-order energy times the gap is minus the summed squared
coupling. -/
theorem gap_mul_secondOrderEnergy {D : ℝ} (hD : D ≠ 0) (w : ι → ℝ) :
    D * secondOrderEnergy (doublesH D w) = -∑ i, w i ^ 2 := by
  unfold secondOrderEnergy
  rw [Finset.mul_sum, ← Finset.sum_neg_distrib]
  refine Finset.sum_congr rfl fun i _ => ?_
  have h0 : doublesH D w none none = 0 := rfl
  have h1 : doublesH D w none (some i) = w i := rfl
  have h2 : doublesH D w (some i) (some i) = D := by simp [doublesH]
  rw [h0, h1, h2, zero_sub, div_neg, mul_neg]
  field_simp
```

Now keep the doubles fixed and scale every coupling by $l$. For $l\neq0$, rationalising the numerator gives

$$\frac{E_-(l)}{l^2}=\frac{-2S}{D+\sqrt{D^2+4l^2S}}\;\longrightarrow\;-\frac{S}{D}=E^{(2)}\qquad(l\to0).$$

The right-hand form is continuous at $l=0$, which is how the proof obtains the limit.

The condition $D>0$ cannot be weakened to $D\ge0$ here. For one double with $D=0$ and $w=1$, the lowest energy is $-|l|$, and $-|l|/l^2$ diverges.

```lean
/-- Weak-coupling limit at a fixed set of double excitations with gap `D > 0`: if all couplings are
scaled by `l`, the closed-form energy over `l²` tends, as `l → 0`, to the second-order energy for
the unscaled couplings. -/
theorem weak_coupling_limit {D : ℝ} (hD : 0 < D) (w : ι → ℝ) :
    Tendsto (fun l : ℝ => cidEnergy D (∑ i, (l * w i) ^ 2) / l ^ 2) (𝓝[≠] 0)
      (𝓝 (secondOrderEnergy (doublesH D w))) := by
  have hE2 := gap_mul_secondOrderEnergy hD.ne' w
  have hsum : ∀ l : ℝ, ∑ i, (l * w i) ^ 2 = l ^ 2 * ∑ i, w i ^ 2 := by
    intro l
    rw [Finset.mul_sum]
    exact Finset.sum_congr rfl fun i _ => by ring
  have hS : 0 ≤ ∑ i, w i ^ 2 := Finset.sum_nonneg fun i _ => sq_nonneg _
  simp only [hsum]
  generalize ∑ i, w i ^ 2 = S at hE2 hS ⊢
  have hpos : ∀ l : ℝ, 0 < D + √(D ^ 2 + 4 * (l ^ 2 * S)) := fun l =>
    add_pos_of_pos_of_nonneg hD (Real.sqrt_nonneg _)
  -- the rationalised form is continuous at zero coupling
  have hg : Continuous fun l : ℝ => -2 * S / (D + √(D ^ 2 + 4 * (l ^ 2 * S))) :=
    Continuous.div continuous_const (by fun_prop) fun l => (hpos l).ne'
  have hg0 : -2 * S / (D + √(D ^ 2 + 4 * ((0 : ℝ) ^ 2 * S)))
      = secondOrderEnergy (doublesH D w) := by
    have h : √(D ^ 2 + 4 * ((0 : ℝ) ^ 2 * S)) = D := by
      rw [show D ^ 2 + 4 * ((0 : ℝ) ^ 2 * S) = D ^ 2 by ring, Real.sqrt_sq hD.le]
    rw [h, div_eq_iff (by positivity)]
    linear_combination (-2) * hE2
  have ht := (hg.tendsto 0).mono_left (nhdsWithin_le_nhds (s := {0}ᶜ))
  rw [hg0] at ht
  refine ht.congr' ?_
  filter_upwards [self_mem_nhdsWithin] with l hl
  have hl0 : l ≠ 0 := hl
  have hsq := Real.mul_self_sqrt (show 0 ≤ D ^ 2 + 4 * (l ^ 2 * S) by positivity)
  rw [div_eq_div_iff (hpos l).ne' (pow_ne_zero 2 hl0)]
  unfold cidEnergy
  linear_combination (1 / 2) * hsq
```

## Growth with the square root of M

For $M$ equal couplings, $S=Mw^2=t^2$ with $t=|w|\sqrt M$. From $2t\le\sqrt{D^2+4t^2}\le D+2t$ it follows that

$$-|w|\sqrt M\;\le\;E_-\;\le\;\tfrac D2-|w|\sqrt M .$$

```lean
/-- For `M` equal couplings `w` and gap `D ≥ 0`, the closed-form energy lies between `-|w|√M` and
`D/2 - |w|√M`. -/
theorem cidEnergy_bounds {D : ℝ} (hD : 0 ≤ D) (w : ℝ) (M : ℕ) :
    -(|w| * √(M : ℝ)) ≤ cidEnergy D (M * w ^ 2) ∧
      cidEnergy D (M * w ^ 2) ≤ D / 2 - |w| * √(M : ℝ) := by
  have ht : 0 ≤ |w| * √(M : ℝ) := by positivity
  have hM : (M : ℝ) * w ^ 2 = (|w| * √(M : ℝ)) ^ 2 := by
    rw [mul_pow, sq_abs, Real.sq_sqrt (Nat.cast_nonneg M), mul_comm]
  rw [hM]
  generalize |w| * √(M : ℝ) = t at ht ⊢
  have h1 : √(D ^ 2 + 4 * t ^ 2) ≤ D + 2 * t :=
    Real.sqrt_le_iff.2 ⟨by positivity, by nlinarith [mul_nonneg hD ht]⟩
  have h2 : 2 * t ≤ √(D ^ 2 + 4 * t ^ 2) :=
    (le_abs_self _).trans (Real.abs_le_sqrt (by nlinarith [sq_nonneg D]))
  unfold cidEnergy
  constructor <;> linarith
```

Dividing by $\sqrt M$ squeezes $E_-/\sqrt M$ between $-|w|$ and $D/(2\sqrt M)-|w|$.

```lean
/-- For `M` equal couplings `w` and gap `D ≥ 0`, the closed-form energy divided by `√M` tends to
`-|w|` as `M` grows. -/
theorem sqrt_growth {D : ℝ} (hD : 0 ≤ D) (w : ℝ) :
    Tendsto (fun M : ℕ => cidEnergy D (M * w ^ 2) / √(M : ℝ)) atTop (𝓝 (-|w|)) := by
  have hinv : Tendsto (fun M : ℕ => (√(M : ℝ))⁻¹) atTop (𝓝 0) :=
    tendsto_inv_atTop_zero.comp (Real.tendsto_sqrt_atTop.comp tendsto_natCast_atTop_atTop)
  have hup : Tendsto (fun M : ℕ => D / 2 * (√(M : ℝ))⁻¹ - |w|) atTop (𝓝 (-|w|)) := by
    have h := (hinv.const_mul (D / 2)).sub_const |w|
    rwa [mul_zero, zero_sub] at h
  refine tendsto_of_tendsto_of_tendsto_of_le_of_le' tendsto_const_nhds hup ?_ ?_
  · filter_upwards [eventually_ge_atTop 1] with M hM
    have hs : 0 < √(M : ℝ) := Real.sqrt_pos.2 (Nat.cast_pos.2 hM)
    rw [le_div_iff₀ hs]
    linarith [(cidEnergy_bounds hD w M).1]
  · filter_upwards [eventually_ge_atTop 1] with M hM
    have hs : 0 < √(M : ℝ) := Real.sqrt_pos.2 (Nat.cast_pos.2 hM)
    rw [div_le_iff₀ hs, sub_mul, mul_assoc, inv_mul_cancel₀ hs.ne', mul_one]
    exact (cidEnergy_bounds hD w M).2
```

## Energy per pair

Hence $E_-/M=(E_-/\sqrt M)\cdot(1/\sqrt M)\to-|w|\cdot0=0$, whereas $E^{(2)}/M=-Mw^2/(DM)=-w^2/D$.

The theorem says this for fixed $D>0$ and real $w$, with the pairs labelled by `Fin M`. Its three parts are the lowest energy for every $M$ (for $M=0$ it is that of the reference alone), the limit per pair, and the second-order value per pair for $M\ge1$. The value $w=0$ is allowed, but the two results per pair differ in the limit only if $w\neq0$.

The exact energy per pair in this model is the value for $M=1$, $\tfrac12\left(D-\sqrt{D^2+4w^2}\right)$, whatever the number of pairs, and it is negative if $w\neq0$. That the truncated energy per pair tends to zero instead is the size-extensivity error of configuration interaction truncated at double excitations. The second-order energy does not have this error here, since it is proportional to $M$.

```lean
/-- Let `M` double excitations of energy `D > 0` each couple to the reference by `w`. The lowest
energy is `(D - √(D² + 4Mw²))/2`, and divided by `M` it tends to 0 as `M` grows, whereas the
second-order energy per excitation is `-w²/D` for every `M ≥ 1`. -/
theorem doubles_energy_per_pair {D : ℝ} (hD : 0 < D) (w : ℝ) :
    (∀ M : ℕ, IsLeast (energies (doublesH D fun _ : Fin M => w))
      ((D - √(D ^ 2 + 4 * (M * w ^ 2))) / 2)) ∧
    Tendsto (fun M : ℕ => (D - √(D ^ 2 + 4 * (M * w ^ 2))) / 2 / (M : ℝ)) atTop (𝓝 0) ∧
    ∀ M : ℕ, 1 ≤ M →
      secondOrderEnergy (doublesH D fun _ : Fin M => w) / (M : ℝ) = -w ^ 2 / D := by
  refine ⟨fun M => ?_, ?_, fun M hM => ?_⟩
  · have h := isLeast_cidEnergy hD (fun _ : Fin M => w)
    simp only [Finset.sum_const, Finset.card_univ, Fintype.card_fin, nsmul_eq_mul] at h
    exact h
  · -- growth as √M is too slow to survive division by M
    have hinv : Tendsto (fun M : ℕ => (√(M : ℝ))⁻¹) atTop (𝓝 0) :=
      tendsto_inv_atTop_zero.comp (Real.tendsto_sqrt_atTop.comp tendsto_natCast_atTop_atTop)
    have h := (sqrt_growth hD.le w).mul hinv
    rw [mul_zero] at h
    refine h.congr fun M => ?_
    change cidEnergy D (M * w ^ 2) / √(M : ℝ) * (√(M : ℝ))⁻¹ = cidEnergy D (M * w ^ 2) / (M : ℝ)
    rw [← div_eq_mul_inv, div_div, Real.mul_self_sqrt (Nat.cast_nonneg M)]
  · have h := gap_mul_secondOrderEnergy hD.ne' (fun _ : Fin M => w)
    simp only [Finset.sum_const, Finset.card_univ, Fintype.card_fin, nsmul_eq_mul] at h
    have hM0 : (0 : ℝ) < M := Nat.cast_pos.2 hM
    rw [div_eq_div_iff hM0.ne' hD.ne']
    linear_combination h

end

end DoublesSizeExtensivity
```

```lean
#print axioms DoublesSizeExtensivity.weak_coupling_limit
#print axioms DoublesSizeExtensivity.doubles_energy_per_pair
```

```
'DoublesSizeExtensivity.weak_coupling_limit' depends on axioms: [propext, Classical.choice, Quot.sound]
'DoublesSizeExtensivity.doubles_energy_per_pair' depends on axioms: [propext, Classical.choice, Quot.sound]
```
